# For a finite matrix X, exp(tX) equals its fourth-order Taylor polynomial up to O(t⁵) as t → 0

For any finite square complex matrix X and real t near 0, `exp_jet` states that exp(tX) = 1 + tX + t²X²/2 + t³X³/6 + t⁴X⁴/24 + O(t⁵). With X = −iH and ħ = 1, this is the short-time expansion of the evolution operator for a time-independent Hamiltonian H on a finite-dimensional space, though the statement does not require X to have that form. The attempt first differentiates the truncated exponential series, by induction on its length. It then shows that the derivative of each remainder is the previous remainder times X, so that `isBigO_of_deriv` raises the order of the error by one at each step, and the fifth remainder gives the result.

In Lean, a first try:

```lean
import Mathlib

open Asymptotics NormedSpace
open scoped Topology Matrix.Norms.Operator

namespace ExpJet

noncomputable section

variable {E : Type*} [NormedAddCommGroup E] [NormedSpace ℝ E]
variable {R : Type*} [NormedRing R] [NormedAlgebra ℝ R]
variable {n : Type*} [Fintype n] [DecidableEq n]

/-- Near `t = 0`, `f(t) = 1 + ta + t²b + t³c + t⁴d + O(t⁵)`. -/
def HasJet (f : ℝ → R) (a b c d : R) : Prop :=
  (fun t : ℝ => f t - (1 + t • a + t ^ 2 • b + t ^ 3 • c + t ^ 4 • d)) =O[𝓝 0]
    fun t : ℝ => t ^ 5

/-- A differentiable function that vanishes at `t = 0` and has a derivative of order `t^k`
is itself of order `t^(k+1)`. -/
theorem isBigO_of_deriv {f f' : ℝ → E} {k : ℕ} (h0 : f 0 = 0)
    (hd : ∀ t, HasDerivAt f (f' t) t) (hf : f' =O[𝓝 0] fun t : ℝ => t ^ k) :
    f =O[𝓝 0] fun t : ℝ => t ^ (k + 1) := by
  obtain ⟨C, hC, hw⟩ := hf.exists_pos
  obtain ⟨ε, hε, hb⟩ := Metric.eventually_nhds_iff.1 hw.bound
  refine IsBigO.of_bound C (Metric.eventually_nhds_iff.2 ⟨ε, hε, fun t ht => ?_⟩)
  have ht' : |t| < ε := by simpa using ht
  have bound : ∀ s ∈ Metric.closedBall (0 : ℝ) |t|, ‖f' s‖ ≤ C * |t| ^ k := by
    intro s hs
    have hs' : |s| ≤ |t| := by simpa using hs
    calc ‖f' s‖ ≤ C * ‖s ^ k‖ := hb (by simpa using hs'.trans_lt ht')
      _ = C * |s| ^ k := by rw [norm_pow, Real.norm_eq_abs]
      _ ≤ C * |t| ^ k := by gcongr
  -- mean value inequality on the interval of radius |t|
  have key := Convex.norm_image_sub_le_of_norm_hasDerivWithin_le
    (fun s _ => (hd s).hasDerivWithinAt) bound (convex_closedBall (0 : ℝ) |t|)
    (show (0 : ℝ) ∈ _ by simp) (show t ∈ _ by simp)
  simp only [h0, sub_zero, Real.norm_eq_abs] at key
  calc ‖f t‖ ≤ C * |t| ^ k * |t| := key
    _ = C * ‖t ^ (k + 1)‖ := by rw [norm_pow, Real.norm_eq_abs, pow_succ, mul_assoc]

/-- Short-time expansions multiply like polynomials, with the order of operators kept. -/
theorem HasJet.mul {f g : ℝ → R} {a b c d a' b' c' d' : R}
    (hf : HasJet f a b c d) (hg : HasJet g a' b' c' d') :
    HasJet (fun t => f t * g t) (a + a') (b + b' + a * a')
      (c + c' + a * b' + b * a') (d + d' + a * c' + b * b' + c * a') := by
  unfold HasJet at *
  have poly : ∀ a b c d : R, (fun t : ℝ => 1 + t • a + t ^ 2 • b + t ^ 3 • c + t ^ 4 • d)
      =O[𝓝 0] fun _ => (1 : ℝ) := fun a b c d =>
    ((by fun_prop : Continuous fun t : ℝ =>
      1 + t • a + t ^ 2 • b + t ^ 3 • c + t ^ 4 • d).tendsto 0).isBigO_one ℝ
  have h5 : (fun t : ℝ => t ^ 5) =O[𝓝 0] fun _ => (1 : ℝ) :=
    ((continuous_pow 5).tendsto 0).isBigO_one ℝ
  have bdd : g =O[𝓝 0] fun _ => (1 : ℝ) :=
    ((hg.trans h5).add (poly a' b' c' d')).congr_left fun t => sub_add_cancel _ _
  -- the terms of degree five to eight
  have rest := (isBigO_refl (fun t : ℝ => t ^ 5) (𝓝 0)).smul
    (((by fun_prop : Continuous fun t : ℝ => (a * d' + b * c' + c * b' + d * a')
      + t • (b * d' + c * c' + d * b') + t ^ 2 • (c * d' + d * c')
      + t ^ 3 • (d * d')).tendsto 0).isBigO_one ℝ)
  have h1 := hf.mul bdd
  have h2 := (poly a b c d).mul hg
  simp only [mul_one, one_mul, smul_eq_mul] at h1 h2 rest
  refine ((h1.add h2).add rest).congr_left fun t => ?_
  simp only [mul_add, add_mul, mul_sub, sub_mul, smul_mul_assoc, mul_smul_comm,
    one_mul, mul_one]
  module

/-- The matrix exponential `exp(tX)` has the Taylor coefficients `X^k/k!` for `k ≤ 4`, with
remainder `O(t⁵)`. -/
theorem exp_jet (X : Matrix n n ℂ) : HasJet (fun t : ℝ => exp (t • X)) X
    ((1 / 2 : ℝ) • X ^ 2) ((1 / 6 : ℝ) • X ^ 3) ((1 / 24 : ℝ) • X ^ 4) := by
  have poly : ∀ (k : ℕ) (t : ℝ), HasDerivAt
      (fun t : ℝ => ∑ j ∈ Finset.range (k + 1), (t ^ j / (j.factorial : ℝ)) • X ^ j)
      ((∑ j ∈ Finset.range k, (t ^ j / (j.factorial : ℝ)) • X ^ j) * X) t := by
    intro k t
    induction k with
    | zero => convert hasDerivAt_const t (1 : Matrix n n ℂ) using 1 <;> simp
    | succ k ih =>
      have h := ((hasDerivAt_pow (k + 1) t).div_const
        ((k + 1).factorial : ℝ)).smul_const (X ^ (k + 1))
      have e : ((k + 1 : ℕ) : ℝ) * t ^ (k + 1 - 1) / ((k + 1).factorial : ℝ)
          = t ^ k / (k.factorial : ℝ) := by
        have hk : (k.factorial : ℝ) ≠ 0 := by positivity
        rw [Nat.factorial_succ, Nat.add_sub_cancel]
        push_cast
        field_simp
      rw [e] at h
      simp only [Finset.sum_range_succ _ (k + 1)]
      refine (ih.fun_add h).congr_deriv ?_
      rw [Finset.sum_range_succ _ k, add_mul, smul_mul_assoc, ← pow_succ]
  -- each remainder is the integral of the previous one times X
  have rem : ∀ k : ℕ, (fun t : ℝ => exp (t • X) -
      ∑ j ∈ Finset.range k, (t ^ j / (j.factorial : ℝ)) • X ^ j) =O[𝓝 0]
      fun t : ℝ => t ^ k := by
    intro k
    induction k with
    | zero =>
      exact ((hasDerivAt_exp_smul_const X (0 : ℝ)).continuousAt.tendsto.isBigO_one ℝ).congr
        (fun t => by simp) (fun t => by simp)
    | succ k ih =>
      refine isBigO_of_deriv (by simp [Finset.sum_range_succ'])
        (fun t => ((hasDerivAt_exp_smul_const X t).fun_sub (poly k t)).congr_deriv
          (sub_mul _ _ _).symm) ?_
      exact (ih.mul (isBigO_const_const X (one_ne_zero : (1 : ℝ) ≠ 0) _)).congr_right
        fun t => mul_one _
  refine (rem 5).congr_left fun t => ?_
  simp [Finset.sum_range_succ, Nat.factorial]
  module

end

end ExpJet
```

Compiling this gives:

```
Main.lean:78:72: error: `simp` made no progress
Main.lean:78:72: error: `simp` made no progress
Main.lean:78:72: error: `simp` made no progress
Main.lean:100:18: error: unsolved goals
n : Type u_3
inst✝¹ : Fintype n
inst✝ : DecidableEq n
X : Matrix n n ℂ
poly :
  ∀ (k : ℕ) (t : ℝ),
    HasDerivAt (fun t => ∑ j ∈ Finset.range (k + 1), (t ^ j / ↑j.factorial) • X ^ j)
      ((∑ j ∈ Finset.range k, (t ^ j / ↑j.factorial) • X ^ j) * X) t
t : ℝ
⊢ exp (t • X) = exp (t • X)
```

Both failures come from instance arguments, the structures on the matrix space that Lean fills in silently. The statements in this proof use the structures defined directly on matrices, while the general calculus lemmas obtain theirs from the matrix norm. The two versions are equal by definition but written differently.

In `poly`, `convert` matches the goal with `hasDerivAt_const` argument by argument, so it also asks for equations between the two versions of the additive group, the module and the topology. `<;> simp` runs on these as well and has nothing to rewrite, which gives the three errors. The repair creates no such equations. `simp only` reduces the function to the constant 1 and its derivative to 0, then `exact` applies the lemma and accepts the two versions as equal by unfolding definitions.

In `rem`, one `exp (t • X)` comes from the statement and the other from `hasDerivAt_exp_smul_const`. After `simp` removes the empty sum, the two sides print alike but still carry different instances. `simp` does not unfold definitions far enough to identify them; the added `rfl` does, and closes the goal.

The repair, with which the file compiles:

```diff
@@ -76,5 +76,8 @@
     intro k t
     induction k with
-    | zero => convert hasDerivAt_const t (1 : Matrix n n ℂ) using 1 <;> simp
+    | zero =>
+      simp only [zero_add, Finset.sum_range_one, Finset.sum_range_zero, zero_mul, pow_zero,
+        Nat.factorial_zero, Nat.cast_one, div_one, one_smul]
+      exact hasDerivAt_const t (1 : Matrix n n ℂ)
     | succ k ih =>
       have h := ((hasDerivAt_pow (k + 1) t).div_const
@@ -98,5 +101,5 @@
     | zero =>
       exact ((hasDerivAt_exp_smul_const X (0 : ℝ)).continuousAt.tendsto.isBigO_one ℝ).congr
-        (fun t => by simp) (fun t => by simp)
+        (fun t => by simp; rfl) (fun t => by simp)
     | succ k ih =>
       refine isBigO_of_deriv (by simp [Finset.sum_range_succ'])
```
